# With the field in the ZORA kernel, the dipole of a neutral molecule depends on the field origin unless $P\varphi_i=0$ for every occupied orbital

## Hamiltonian, field and levels

Large and small components live on finite grids, indexed by `m` and `n`. The matrices $V$ and $W$ represent the potential on these grids, and the rectangular matrix $P$ represents the momentum operator, such as $\sigma\cdot p$. In atomic units, with $c$ the speed of light, the ZORA Hamiltonian is

$$H=V+c^2P^\dagger KP,\qquad K=(2c^2-W)^{-1}.$$

In Lean 4 with Mathlib:

```lean
import Mathlib

open Matrix Filter Topology

namespace ZoraDipoleOrigin

noncomputable section

variable {m n ι κ : Type*} [Fintype m] [DecidableEq m] [Fintype n] [DecidableEq n]
  [Fintype ι] [Fintype κ]
```

The theorems assume that $2c^2-W$ is invertible: the potential has no eigenvalue $2c^2$, as is the case for any purely attractive one.

```lean
/-- The matrix `2c² - W` on the small-component grid. -/
def gap (c : ℝ) (W : Matrix n n ℂ) : Matrix n n ℂ := (2 * (c : ℂ) ^ 2) • 1 - W

/-- The ZORA kernel `(2c² - W)⁻¹`, meaningful when `2c² - W` is invertible. -/
def kernel (c : ℝ) (W : Matrix n n ℂ) : Matrix n n ℂ := (gap c W)⁻¹

/-- The ZORA Hamiltonian `V + c² P† (2c² - W)⁻¹ P`, for invertible `2c² - W`. -/
def zora (c : ℝ) (V : Matrix m m ℂ) (W : Matrix n n ℂ) (P : Matrix n m ℂ) : Matrix m m ℂ :=
  V + ((c : ℂ) ^ 2) • (Pᴴ * kernel c W * P)
```

A uniform field of strength $F$ adds $F(x-a)$ to both $V$ and $W$. The coordinate $x$ is a real diagonal on each grid (`xL`, `xS`), and $a$ is the origin.

```lean
/-- The position operator `x - a` relative to the origin `a`, diagonal on the grid. -/
def position (x : n → ℝ) (a : ℝ) : Matrix n n ℂ := diagonal fun j => ((x j - a : ℝ) : ℂ)

/-- The ZORA Hamiltonian with the field potential `F (x - a)` added to both `V` and `W`,
for field strengths at which the kernel exists. -/
def zoraField (c : ℝ) (V : Matrix m m ℂ) (W : Matrix n n ℂ) (P : Matrix n m ℂ)
    (xL : m → ℝ) (xS : n → ℝ) (a F : ℝ) : Matrix m m ℂ :=
  zora c (V + (F : ℂ) • position xL a) (W + (F : ℂ) • position xS a) P
```

An orbital $\varphi$ has the small component $y=cKP\varphi$. With $\|\varphi\|=1$, the pair $(\varphi,y)$ has squared norm $1+\|y\|^2$; it is not renormalised. The first moment is $\langle v,xv\rangle=\sum_j x_j|v_j|^2$.

```lean
/-- The small component `c (2c² - W)⁻¹ P φ`, for invertible `2c² - W`. -/
def small (c : ℝ) (W : Matrix n n ℂ) (P : Matrix n m ℂ) (φ : m → ℂ) : n → ℂ :=
  (c : ℂ) • (kernel c W *ᵥ (P *ᵥ φ))

/-- The squared norm of a grid function. -/
def sqNorm (v : n → ℂ) : ℝ := ∑ j, ‖v j‖ ^ 2

/-- The first moment `⟨v, x v⟩` of the density of a grid function. -/
def moment (x : n → ℝ) (v : n → ℂ) : ℝ := ∑ j, x j * ‖v j‖ ^ 2
```

A level is an eigenpair $e(F),\varphi(F)$ for all small $F$, with $\varphi$ continuous and normalised at $F=0$. Such a branch is assumed to exist; differentiability of $e$ is derived. Orthogonality between levels is not required.

```lean
/-- A ZORA level in the field: an eigenpair for all small fields, whose orbital is continuous
and normalised at zero field. -/
structure IsLevel (c : ℝ) (V : Matrix m m ℂ) (W : Matrix n n ℂ) (P : Matrix n m ℂ)
    (xL : m → ℝ) (xS : n → ℝ) (a : ℝ) (e : ℝ → ℝ) (φ : ℝ → m → ℂ) : Prop where
  cont : ContinuousAt φ 0
  unit : sqNorm (φ 0) = 1
  eigen : ∀ᶠ F in 𝓝 (0 : ℝ), zoraField c V W P xL xS a F *ᵥ φ F = (e F : ℂ) • φ F
```

The nuclei, with charges $Z_A$ at $X_A$, contribute $-F\sum_A Z_A(X_A-a)$. The dipole is minus the slope of the total energy at $F=0$. The electrons are non-interacting: $V$ and $W$ do not respond to the field except through the added term.

```lean
/-- Summed level energies plus the energy `-F ∑ Z (X - a)` of the nuclei in the field. -/
def totalEnergy (Z X : κ → ℝ) (a : ℝ) (e : ι → ℝ → ℝ) (F : ℝ) : ℝ :=
  ∑ i, e i F - F * ∑ A, Z A * (X A - a)
```

## Response of the kernel

Let $D$ be added to $W$, and let $K'$ be the new kernel. Since $D=(2c^2-W)-(2c^2-W-D)$, multiplying by $K'$ on the left and $K$ on the right gives $K'DK=K'-K$, hence

$$K'=K+K'DK.$$

```lean
/-- Resolvent identity: the exact change of the ZORA kernel when `D` is added to `W`,
provided both kernels exist. -/
theorem kernel_add {c : ℝ} {W D : Matrix n n ℂ} (h : IsUnit (gap c W).det)
    (h' : IsUnit (gap c (W + D)).det) :
    kernel c (W + D) = kernel c W + kernel c (W + D) * D * kernel c W := by
  have hD : gap c W - gap c (W + D) = D := by unfold gap; abel
  have key : kernel c (W + D) * D * kernel c W = kernel c (W + D) - kernel c W := by
    calc _ = kernel c (W + D) * (gap c W - gap c (W + D)) * kernel c W := by rw [hD]
      _ = kernel c (W + D) * (gap c W * kernel c W)
          - (kernel c (W + D) * gap c (W + D)) * kernel c W := by noncomm_ring
      _ = _ := by
        unfold kernel
        rw [mul_nonsing_inv _ h, nonsing_inv_mul _ h', mul_one, one_mul]
  rw [key]; abel
```

For the field, the determinant of $2c^2-W-FD$ is continuous in $F$ and nonzero at $F=0$, so it stays nonzero nearby. The inverse, adjugate over determinant, is therefore continuous at zero.

```lean
/-- If the ZORA kernel exists at zero field, it exists for all small fields and is continuous
at zero field. -/
theorem kernel_continuousAt {c : ℝ} {W : Matrix n n ℂ} (D : Matrix n n ℂ)
    (h : IsUnit (gap c W).det) :
    ContinuousAt (fun F : ℝ => kernel c (W + (F : ℂ) • D)) 0 ∧
      ∀ᶠ F : ℝ in 𝓝 0, IsUnit (gap c (W + (F : ℂ) • D)).det := by
  have hg : Continuous fun F : ℝ => gap c (W + (F : ℂ) • D) :=
    continuous_const.sub (continuous_const.add
      (Complex.continuous_ofReal.smul continuous_const))
  have hd := hg.matrix_det
  have h0 : (gap c (W + ((0 : ℝ) : ℂ) • D)).det ≠ 0 := by simpa using h.ne_zero
  constructor
  · simp only [kernel, Matrix.inv_def, Ring.inverse_eq_inv']
    exact (hd.continuousAt.inv₀ h0).smul hg.matrix_adjugate.continuousAt
  · exact (hd.continuousAt.eventually_ne h0).mono fun F hF => isUnit_iff_ne_zero.mpr hF
```

## Slope of one level

Write $H(F)=H(0)+F\,G(F)$ with $G$ continuous at zero. Project the eigenvalue equation on $\varphi(0)$. As $H(0)$ is Hermitian, $\langle\varphi(0),H(0)\varphi(F)\rangle=e(0)\langle\varphi(0),\varphi(F)\rangle$ (`left` in the code), so for $F\neq0$

$$\frac{e(F)-e(0)}{F}=\frac{\langle\varphi(0),G(F)\varphi(F)\rangle}{\langle\varphi(0),\varphi(F)\rangle}\to\langle\varphi(0),G(0)\varphi(0)\rangle .$$

The overlap tends to 1, which permits the division. No derivative of the orbital is needed.

```lean
omit [DecidableEq m] in
/-- Hellmann-Feynman theorem: if `H(F) = H(0) + F G(F)` near zero with `H(0)` Hermitian and `G`
continuous at zero, an eigenvalue whose eigenvector is continuous and normalised at zero has
slope `⟨φ, G(0) φ⟩` there. -/
theorem hellmann_feynman {H G : ℝ → Matrix m m ℂ} {e : ℝ → ℝ} {φ : ℝ → m → ℂ}
    (hH : (H 0).IsHermitian) (hG : ContinuousAt G 0)
    (hHG : ∀ᶠ F in 𝓝 (0 : ℝ), H F = H 0 + (F : ℂ) • G F)
    (hφ : ContinuousAt φ 0) (h1 : star (φ 0) ⬝ᵥ φ 0 = 1)
    (hE : ∀ᶠ F in 𝓝 (0 : ℝ), H F *ᵥ φ F = (e F : ℂ) • φ F) :
    HasDerivAt e (star (φ 0) ⬝ᵥ (G 0 *ᵥ φ 0)).re 0 := by
  have cs : Continuous fun v : m → ℂ => star (φ 0) ⬝ᵥ v := by
    unfold dotProduct; fun_prop
  have cg : Continuous fun p : Matrix m m ℂ × (m → ℂ) => star (φ 0) ⬝ᵥ (p.1 *ᵥ p.2) := by
    change Continuous fun p : Matrix m m ℂ × (m → ℂ) =>
      ∑ i, star (φ 0) i * ∑ j, p.1 i j * p.2 j
    exact continuous_finsetSum _ fun i _ => continuous_const.mul
      (continuous_finsetSum _ fun j _ =>
        (continuous_fst.matrix_elem i j).mul ((continuous_apply j).comp continuous_snd))
  have hs : Tendsto (fun F => star (φ 0) ⬝ᵥ φ F) (𝓝 0) (𝓝 (star (φ 0) ⬝ᵥ φ 0)) := by
    have t := (cs.tendsto (φ 0)).comp hφ.tendsto
    exact t
  have hg : Tendsto (fun F => star (φ 0) ⬝ᵥ (G F *ᵥ φ F)) (𝓝 0)
      (𝓝 (star (φ 0) ⬝ᵥ (G 0 *ᵥ φ 0))) := by
    have t := (cg.tendsto (G 0, φ 0)).comp (hG.tendsto.prodMk_nhds hφ.tendsto)
    exact t
  have hs0 : star (φ 0) ⬝ᵥ φ 0 ≠ 0 := by rw [h1]; exact one_ne_zero
  have hsc : ContinuousAt (fun F => star (φ 0) ⬝ᵥ φ F) 0 := hs
  have hne : ∀ᶠ F in 𝓝 (0 : ℝ), star (φ 0) ⬝ᵥ φ F ≠ 0 := hsc.eventually_ne hs0
  -- the zero-field orbital is also a left eigenvector
  have left : ∀ v, star (φ 0) ⬝ᵥ (H 0 *ᵥ v) = (e 0 : ℂ) * (star (φ 0) ⬝ᵥ v) := by
    intro v
    have h := congrArg star hE.self_of_nhds
    rw [star_mulVec, hH.eq, star_smul, Complex.star_def, Complex.conj_ofReal] at h
    rw [dotProduct_mulVec, h, smul_dotProduct, smul_eq_mul]
  have lim : Tendsto (fun F => ((star (φ 0) ⬝ᵥ (G F *ᵥ φ F)) / (star (φ 0) ⬝ᵥ φ F)).re)
      (𝓝[≠] 0) (𝓝 (star (φ 0) ⬝ᵥ (G 0 *ᵥ φ 0)).re) := by
    have h := (Complex.continuous_re.tendsto _).comp (Tendsto.div hg hs hs0)
    rw [h1, div_one] at h
    exact h.mono_left nhdsWithin_le_nhds
  rw [hasDerivAt_iff_tendsto_slope]
  refine lim.congr' ?_
  filter_upwards [nhdsWithin_le_nhds hE, nhdsWithin_le_nhds hHG,
    nhdsWithin_le_nhds hne, self_mem_nhdsWithin] with F hEF hHF hsF hF
  have hF' : (F : ℂ) ≠ 0 := Complex.ofReal_ne_zero.mpr hF
  -- project the eigenvalue equation on the zero-field orbital
  have key := congrArg (fun v => star (φ 0) ⬝ᵥ v) hEF
  simp only [hHF, add_mulVec, smul_mulVec, dotProduct_add, dotProduct_smul, smul_eq_mul,
    left] at key
  have h : (star (φ 0) ⬝ᵥ (G F *ᵥ φ F)) / (star (φ 0) ⬝ᵥ φ F) = ((slope e 0 F : ℝ) : ℂ) := by
    rw [slope_def_field, sub_zero]
    push_cast
    rw [div_eq_div_iff hsF hF']
    linear_combination key
  rw [h, Complex.ofReal_re]
```

Two facts prepare the evaluation of $G(0)$. First, $\langle v,(x-a)v\rangle=\langle v,xv\rangle-a\|v\|^2$.

```lean
/-- The expectation value of `x - a` is the first moment minus `a` times the squared norm. -/
theorem position_expectation (x : n → ℝ) (a : ℝ) (v : n → ℂ) :
    star v ⬝ᵥ (position x a *ᵥ v) = ((moment x v - a * sqNorm v : ℝ) : ℂ) := by
  simp only [position, dotProduct, mulVec_diagonal, Pi.star_apply, moment, sqNorm]
  rw [Finset.mul_sum, ← Finset.sum_sub_distrib]
  push_cast
  refine Finset.sum_congr rfl fun j _ => ?_
  have h : star (v j) * v j = (‖v j‖ : ℂ) ^ 2 := Complex.conj_mul' (v j)
  linear_combination ((x j : ℂ) - a) * h
```

Second, $K$ is Hermitian when $W$ is.

```lean
/-- For Hermitian `W`, the ZORA kernel is Hermitian. -/
theorem kernel_isHermitian {c : ℝ} {W : Matrix n n ℂ} (hW : W.IsHermitian) :
    (kernel c W).IsHermitian := by
  have h : (gap c W).IsHermitian := by
    unfold Matrix.IsHermitian gap
    rw [conjTranspose_sub, hW.eq]
    simp [conjTranspose_smul]
  exact h.inv
```

The resolvent identity with $D=F(x-a)$ gives

$$G(0)=(x-a)+c^2P^\dagger K(x-a)KP .$$

Its second term has expectation value $\langle y,(x-a)y\rangle$ in $\varphi(0)$, because $K^\dagger=K$ (`hy` in the code). Therefore

$$e'(0)=\langle\varphi,x\varphi\rangle+\langle y,xy\rangle-a(1+\|y\|^2).$$

```lean
/-- For Hermitian `V` and `W` and invertible `2c² - W`, a ZORA level with small component `y` has
field slope `⟨φ, x φ⟩ + ⟨y, x y⟩ - a (1 + ‖y‖²)` at zero field. -/
theorem level_slope {c : ℝ} {V : Matrix m m ℂ} {W : Matrix n n ℂ} {P : Matrix n m ℂ}
    {xL : m → ℝ} {xS : n → ℝ} {a : ℝ} {e : ℝ → ℝ} {φ : ℝ → m → ℂ}
    (hV : V.IsHermitian) (hW : W.IsHermitian) (h : IsUnit (gap c W).det)
    (hl : IsLevel c V W P xL xS a e φ) :
    HasDerivAt e (moment xL (φ 0) + moment xS (small c W P (φ 0))
      - a * (1 + sqNorm (small c W P (φ 0)))) 0 := by
  have hK := kernel_isHermitian (c := c) hW
  obtain ⟨hc, hu⟩ := kernel_continuousAt (position xS a) h
  let R : Matrix n n ℂ → Matrix m m ℂ := fun K =>
    position xL a + ((c : ℂ) ^ 2) • (Pᴴ * (K * position xS a * kernel c W) * P)
  have hM : Continuous fun K : Matrix n n ℂ => Pᴴ * (K * position xS a * kernel c W) * P :=
    (continuous_const.matrix_mul ((continuous_id'.matrix_mul continuous_const).matrix_mul
      continuous_const)).matrix_mul continuous_const
  have hS : Continuous fun K : Matrix n n ℂ =>
      ((c : ℂ) ^ 2) • (Pᴴ * (K * position xS a * kernel c W) * P) := by
    have t := hM.const_smul ((c : ℂ) ^ 2)
    exact t
  have hA : Continuous fun _ : Matrix n n ℂ => position xL a := continuous_const
  have hR : Continuous R := by
    have t := hA.add hS
    exact t
  have hG : ContinuousAt (fun F : ℝ => R (kernel c (W + (F : ℂ) • position xS a))) 0 := by
    have t := (hR.tendsto _).comp hc.tendsto
    exact t
  have h0 : zoraField c V W P xL xS a 0 = zora c V W P := by simp [zoraField]
  have hH : (zoraField c V W P xL xS a 0).IsHermitian := by
    rw [h0]
    refine hV.add ?_
    unfold Matrix.IsHermitian
    rw [conjTranspose_smul, conjTranspose_mul, conjTranspose_mul, conjTranspose_conjTranspose,
      hK.eq, Matrix.mul_assoc]
    simp
  have h1 : star (φ 0) ⬝ᵥ φ 0 = 1 := by
    have hn : star (φ 0) ⬝ᵥ φ 0 = ((sqNorm (φ 0) : ℝ) : ℂ) := by
      simp only [dotProduct, Pi.star_apply, sqNorm]
      push_cast
      exact Finset.sum_congr rfl fun j _ => Complex.conj_mul' (φ 0 j)
    rw [hn, hl.unit, Complex.ofReal_one]
  have hf := hellmann_feynman (H := zoraField c V W P xL xS a)
    (G := fun F : ℝ => R (kernel c (W + (F : ℂ) • position xS a))) hH hG (by
      filter_upwards [hu] with F hF
      have hk := kernel_add h hF
      have hk2 : Pᴴ * kernel c (W + (F : ℂ) • position xS a) * P = Pᴴ * kernel c W * P +
          (F : ℂ) • (Pᴴ * (kernel c (W + (F : ℂ) • position xS a) * position xS a
            * kernel c W) * P) := by
        calc _ = Pᴴ * (kernel c W + kernel c (W + (F : ℂ) • position xS a)
              * ((F : ℂ) • position xS a) * kernel c W) * P := by rw [← hk]
          _ = _ := by
            simp only [Matrix.mul_add, Matrix.add_mul, Matrix.mul_smul, Matrix.smul_mul]
      rw [h0]
      simp only [zoraField, zora, R]
      rw [hk2]
      module) hl.cont h1 hl.eigen
  -- the response of the kernel is the position expectation in the small component
  have hy : star (small c W P (φ 0)) ⬝ᵥ (position xS a *ᵥ small c W P (φ 0)) = (c : ℂ) ^ 2 *
      (star (φ 0) ⬝ᵥ ((Pᴴ * (kernel c W * position xS a * kernel c W) * P) *ᵥ φ 0)) := by
    simp only [small, star_smul, star_mulVec, hK.eq, mulVec_smul, dotProduct_smul,
      smul_dotProduct, smul_eq_mul, ← mulVec_mulVec, ← dotProduct_mulVec, Complex.star_def,
      Complex.conj_ofReal]
    ring
  refine hf.congr_deriv ?_
  simp only [R, Complex.ofReal_zero, zero_smul, add_zero, add_mulVec, smul_mulVec,
    dotProduct_add, dotProduct_smul, smul_eq_mul]
  rw [← hy, position_expectation, position_expectation, ← Complex.ofReal_add,
    Complex.ofReal_re, hl.unit]
  ring
```

Setting both coordinate diagonals to zero and $a=-1$ turns the perturbation into a constant $F$ added to $V$ and $W$. The slope is then $1+\|y\|^2$ instead of 1, which is the gauge dependence of ZORA energies. Moving the origin adds just such a constant, proportional to $F$.

## Sum over levels and nuclei

For $N$ levels holding one electron each and $\sum_A Z_A=N$, the nuclear slope is $-\sum_A Z_AX_A+aN$. It cancels the $-aN$ from the normalised $\varphi_i$ and leaves the small components:

$$\sum_i\big(\langle\varphi_i,x\varphi_i\rangle+\langle y_i,xy_i\rangle\big)-\sum_A Z_AX_A-a\sum_i\|y_i\|^2 .$$

In `dipole_slope`, `hZ` expresses neutrality, and `HasDerivAt` says that the total energy is differentiable at zero field with this slope.

```lean
/-- Origin dependence of the ZORA dipole: for Hermitian `V`, `W`, invertible `2c² - W` and nuclear
charge equal to the number of levels, the field slope of the total energy contains the origin `a`
through `-a ∑ ‖y_i‖²`, with `y_i` the small components at zero field. -/
theorem dipole_slope {c : ℝ} {V : Matrix m m ℂ} {W : Matrix n n ℂ} {P : Matrix n m ℂ}
    {xL : m → ℝ} {xS : n → ℝ} {a : ℝ} {e : ι → ℝ → ℝ} {φ : ι → ℝ → m → ℂ} {Z X : κ → ℝ}
    (hV : V.IsHermitian) (hW : W.IsHermitian) (h : IsUnit (gap c W).det)
    (hl : ∀ i, IsLevel c V W P xL xS a (e i) (φ i)) (hZ : ∑ A, Z A = Fintype.card ι) :
    HasDerivAt (totalEnergy Z X a e)
      ((∑ i, (moment xL (φ i 0) + moment xS (small c W P (φ i 0))) - ∑ A, Z A * X A)
        - a * ∑ i, sqNorm (small c W P (φ i 0))) 0 := by
  have h1 := HasDerivAt.fun_sum (u := Finset.univ) fun i _ => level_slope hV hW h (hl i)
  have h2 : HasDerivAt (fun F : ℝ => F * ∑ A, Z A * (X A - a)) (∑ A, Z A * (X A - a)) 0 := by
    simpa using (hasDerivAt_id' (0 : ℝ)).mul_const (∑ A, Z A * (X A - a))
  refine (h1.fun_sub h2).congr_deriv ?_
  -- neutrality cancels the origin term of the large components, not that of the small ones
  have hA : ∑ A, Z A * (X A - a) = ∑ A, Z A * X A - Fintype.card ι * a := by
    rw [← hZ, Finset.sum_mul, ← Finset.sum_sub_distrib]
    exact Finset.sum_congr rfl fun A _ => by ring
  rw [hA, Finset.sum_sub_distrib, ← Finset.mul_sum, Finset.sum_add_distrib (f := fun _ => (1 : ℝ))]
  simp only [Finset.sum_const, Finset.card_univ, nsmul_eq_mul, mul_one]
  ring
```

## When two origins agree

If $y=0$ and $c\neq0$, then $KP\varphi=0$, and multiplying by $2c^2-W$ gives $P\varphi=0$. The converse is immediate.

```lean
omit [DecidableEq m] in
/-- For `c ≠ 0` and invertible `2c² - W`, the small component vanishes exactly when `P φ = 0`. -/
theorem sqNorm_small_eq_zero {c : ℝ} {W : Matrix n n ℂ} {P : Matrix n m ℂ} (hc : c ≠ 0)
    (h : IsUnit (gap c W).det) (v : m → ℂ) : sqNorm (small c W P v) = 0 ↔ P *ᵥ v = 0 := by
  constructor
  · intro h0
    have hz : small c W P v = 0 := by
      funext j
      have hj := (Finset.sum_eq_zero_iff_of_nonneg
        (fun j _ => sq_nonneg ‖small c W P v j‖)).mp h0 j (Finset.mem_univ j)
      exact norm_eq_zero.mp (pow_eq_zero_iff two_ne_zero |>.mp hj)
    have hk : kernel c W *ᵥ (P *ᵥ v) = 0 :=
      (smul_eq_zero.mp hz).resolve_left (Complex.ofReal_ne_zero.mpr hc)
    calc P *ᵥ v = gap c W *ᵥ (kernel c W *ᵥ (P *ᵥ v)) := by
          rw [mulVec_mulVec, kernel, mul_nonsing_inv _ h, one_mulVec]
      _ = 0 := by rw [hk, mulVec_zero]
  · intro h0
    simp [sqNorm, small, h0]
```

For origins $a\neq b$ with the same zero-field orbitals, the slopes differ by $(b-a)\sum_i\|y_i\|^2$. A sum of non-negative terms vanishes only if each term does, so the slopes agree exactly when $P\varphi_i=0$ for every level.

The hypothesis `h0` of equal zero-field orbitals ensures that the same states are occupied for both origins. For levels that are non-degenerate, or degenerate only as Kramers pairs (the usual case with $\sigma\cdot p$ and no magnetic field), this is a matter of choosing the same levels and orbitals, since an electric field does not split a Kramers pair. At other degeneracies it can be a real restriction, because the field may select different orbitals for different origins.

```lean
/-- For Hermitian `V`, `W`, invertible `2c² - W`, `c ≠ 0` and nuclear charge equal to the number of
levels, two different origins with the same zero-field orbitals `φ_i` give the same field slope of
the total energy exactly when `P φ_i = 0` for every level. -/
theorem dipole_origin_independent_iff {c : ℝ} {V : Matrix m m ℂ} {W : Matrix n n ℂ}
    {P : Matrix n m ℂ} {xL : m → ℝ} {xS : n → ℝ} {a b : ℝ} {e e' : ι → ℝ → ℝ}
    {φ φ' : ι → ℝ → m → ℂ} {Z X : κ → ℝ} (hc : c ≠ 0) (hab : a ≠ b)
    (hV : V.IsHermitian) (hW : W.IsHermitian) (h : IsUnit (gap c W).det)
    (hl : ∀ i, IsLevel c V W P xL xS a (e i) (φ i))
    (hl' : ∀ i, IsLevel c V W P xL xS b (e' i) (φ' i))
    (h0 : ∀ i, φ' i 0 = φ i 0) (hZ : ∑ A, Z A = Fintype.card ι) :
    deriv (totalEnergy Z X a e) 0 = deriv (totalEnergy Z X b e') 0 ↔
      ∀ i, P *ᵥ φ i 0 = 0 := by
  rw [(dipole_slope hV hW h hl hZ).deriv, (dipole_slope hV hW h hl' hZ).deriv]
  simp only [h0, sub_right_inj]
  have hsum : ∑ i, sqNorm (small c W P (φ i 0)) = 0 ↔ ∀ i, P *ᵥ φ i 0 = 0 := by
    have hnn : ∀ i ∈ Finset.univ, 0 ≤ sqNorm (small c W P (φ i 0)) :=
      fun i _ => Finset.sum_nonneg fun j _ => sq_nonneg _
    rw [Finset.sum_eq_zero_iff_of_nonneg hnn]
    simp only [Finset.mem_univ, true_implies, sqNorm_small_eq_zero hc h]
  rw [← hsum]
  constructor
  · intro hs
    exact (mul_eq_mul_right_iff.mp hs).resolve_left hab
  · intro hs
    rw [hs, mul_zero, mul_zero]

end

end ZoraDipoleOrigin
```

In this finite, non-interacting model, a ZORA dipole computed with the field in both $V$ and $W$ thus needs its origin stated even for a neutral molecule, unless all $P\varphi_i$ vanish. That exception means zero kinetic energy, which no bound orbital of a real molecule has.

```lean
#print axioms ZoraDipoleOrigin.dipole_origin_independent_iff
```

```
'ZoraDipoleOrigin.dipole_origin_independent_iff' depends on axioms: [propext, Classical.choice, Quot.sound]
```
